# The quaternion (1+i+j+k)/2 has order 6, while the threefold rotation it induces has order 3

To sort the one-electron spinors of a spin–orbit calculation by their behaviour under a threefold axis, with $C_3$ turning both the orbital part and the spin through $2\pi/3$, one looks for eigenvalues that are cube roots of $-1$, not of $1$. The cube of the spatial rotation is the identity, and the sign comes from the spin. For the axis along $(1,1,1)$ the spin rotation is the quaternion $q=(1+i+j+k)/2$, whose cube is $-1$.

```lean
import Mathlib

namespace DoubleGroupSpinorLift

noncomputable section

/-- The quaternion w + x i + y j + z k. -/
def quat (w x y z : ℝ) : Quaternion ℝ := ⟨w, x, y, z⟩

/-- The quaternion unit i, representing the x axis. -/
def quatI : Quaternion ℝ := quat 0 1 0 0

/-- The quaternion unit j, representing the y axis. -/
def quatJ : Quaternion ℝ := quat 0 0 1 0

/-- The quaternion unit k, representing the z axis. -/
def quatK : Quaternion ℝ := quat 0 0 0 1

/-- The quaternion cos(θ/2) + sin(θ/2) (a i + b j + c k). When (a, b, c) is a unit vector, this is
the spinor lift of the rotation by the angle θ about that axis. -/
def spinLift (a b c θ : ℝ) : Quaternion ℝ :=
  quat (Real.cos (θ / 2)) (Real.sin (θ / 2) * a) (Real.sin (θ / 2) * b) (Real.sin (θ / 2) * c)

/-- Conjugation x ↦ q x q⁻¹, as a real-linear map on the quaternions. -/
def rotation (q : Quaternion ℝ) : Module.End ℝ (Quaternion ℝ) :=
  LinearMap.mulRight ℝ q⁻¹ ∘ₗ LinearMap.mulLeft ℝ q

/-- The quaternion (1 + i + j + k)/2. -/
def tetraLift : Quaternion ℝ := quat (1 / 2) (1 / 2) (1 / 2) (1 / 2)

variable {a b c : ℝ}

/-- Hamilton's product of two quaternions in components. -/
theorem quat_mul (w x y z w' x' y' z' : ℝ) :
    quat w x y z * quat w' x' y' z' =
      quat (w * w' - x * x' - y * y' - z * z') (w * x' + x * w' + y * z' - z * y')
        (w * y' - x * z' + y * w' + z * x') (w * z' + x * y' - y * x' + z * w') := by
  ext <;> simp <;> simp only [quat]

/-- The spinor lift of a rotation about a unit axis has norm one. -/
theorem norm_spinLift (h : a ^ 2 + b ^ 2 + c ^ 2 = 1) (θ : ℝ) :
    ‖spinLift a b c θ‖ = 1 := by
  have h1 : ‖spinLift a b c θ‖ * ‖spinLift a b c θ‖ = 1 := by
    rw [← Quaternion.normSq_eq_norm_mul_self, Quaternion.normSq_def']
    simp only [spinLift, quat]
    linear_combination Real.sin (θ / 2) ^ 2 * h + Real.sin_sq_add_cos_sq (θ / 2)
  rcases mul_self_eq_one_iff.mp h1 with h2 | h2
  · exact h2
  · linarith [norm_nonneg (spinLift a b c θ)]

/-- Spinor lifts about a common unit axis compose by adding their rotation angles. -/
theorem spinLift_mul (h : a ^ 2 + b ^ 2 + c ^ 2 = 1) (α β : ℝ) :
    spinLift a b c α * spinLift a b c β = spinLift a b c (α + β) := by
  have e : (α + β) / 2 = α / 2 + β / 2 := by ring
  unfold spinLift
  rw [quat_mul, e, Real.cos_add, Real.sin_add]
  congr 1
  · linear_combination (-(Real.sin (α / 2) * Real.sin (β / 2))) * h
  · ring
  · ring
  · ring

/-- For any real a, b, c, the quaternion `spinLift a b c θ` is 1 exactly when cos(θ/2) = 1. -/
theorem spinLift_eq_one_iff (θ : ℝ) :
    spinLift a b c θ = 1 ↔ Real.cos (θ / 2) = 1 := by
  constructor
  · intro h
    have h1 := congrArg (fun q : Quaternion ℝ => q.re) h
    exact h1
  · intro h
    have hs : Real.sin (θ / 2) = 0 := by
      have h1 := Real.sin_sq_add_cos_sq (θ / 2)
      rw [h] at h1
      exact pow_eq_zero_iff (two_ne_zero) |>.mp (by linarith)
    change spinLift a b c θ = quat 1 0 0 0
    unfold spinLift
    rw [h, hs]
    simp only [zero_mul]

/-- The m-th power of a spinor lift about a unit axis is the lift with m times the rotation angle.
-/
theorem spinLift_pow (h : a ^ 2 + b ^ 2 + c ^ 2 = 1) (θ : ℝ) (m : ℕ) :
    spinLift a b c θ ^ m = spinLift a b c (m * θ) := by
  induction m with
  | zero =>
    rw [pow_zero]
    exact ((spinLift_eq_one_iff _).mpr (by simp)).symm
  | succ m ih =>
    rw [pow_succ, ih, spinLift_mul h]
    congr 1
    push_cast
    ring

/-- Repeating the conjugation by q m times is conjugation by the m-th power of q. -/
theorem rotation_pow (q : Quaternion ℝ) (m : ℕ) : rotation q ^ m = rotation (q ^ m) := by
  induction m with
  | zero =>
    refine LinearMap.ext fun x => ?_
    simp [rotation]
  | succ m ih =>
    rw [pow_succ', ih]
    refine LinearMap.ext fun x => ?_
    change q * (q ^ m * x * (q ^ m)⁻¹) * q⁻¹ = q ^ (m + 1) * x * (q ^ (m + 1))⁻¹
    rw [pow_succ' q m, mul_inv_rev]
    simp only [mul_assoc]

/-- Conjugation by a spinor lift about a unit axis is trivial exactly when sin(θ/2) = 0. -/
theorem rotation_eq_one_iff (h : a ^ 2 + b ^ 2 + c ^ 2 = 1) (θ : ℝ) :
    rotation (spinLift a b c θ) = 1 ↔ Real.sin (θ / 2) = 0 := by
  have hne : spinLift a b c θ ≠ 0 :=
    norm_ne_zero_iff.mp (by rw [norm_spinLift h]; exact one_ne_zero)
  constructor
  · intro hr
    have comm : ∀ x, spinLift a b c θ * x = x * spinLift a b c θ := fun x =>
      (mul_inv_eq_iff_eq_mul₀ hne).mp (LinearMap.congr_fun hr x)
    -- commuting with i and j removes every component of the vector part
    have hI := comm quatI
    have hJ := comm quatJ
    simp only [spinLift, quatI, quat_mul] at hI
    simp only [spinLift, quatJ, quat_mul] at hJ
    have a1 := congrArg (fun q : Quaternion ℝ => q.imK) hJ
    have b1 := congrArg (fun q : Quaternion ℝ => q.imK) hI
    have c1 := congrArg (fun q : Quaternion ℝ => q.imJ) hI
    simp only [quat] at a1 b1 c1
    have ha : Real.sin (θ / 2) * a = 0 := by linarith
    have hb : Real.sin (θ / 2) * b = 0 := by linarith
    have hc : Real.sin (θ / 2) * c = 0 := by linarith
    linear_combination a * ha + b * hb + c * hc - Real.sin (θ / 2) * h
  · intro hs
    refine LinearMap.ext fun x => ?_
    change spinLift a b c θ * x * (spinLift a b c θ)⁻¹ = x
    rw [mul_inv_eq_iff_eq_mul₀ hne]
    have hx : x = quat x.re x.imI x.imJ x.imK := rfl
    unfold spinLift
    rw [hx, quat_mul, quat_mul, hs]
    congr 1 <;> ring

/-- For a rotation by 2π/n about a unit axis, the spinor lift has n-th power −1 and order 2n,
while the rotation itself has order n. -/
theorem order_doubling (h : a ^ 2 + b ^ 2 + c ^ 2 = 1) {n : ℕ} (hn : 0 < n) :
    spinLift a b c (2 * Real.pi / n) ^ n = -1 ∧
    orderOf (spinLift a b c (2 * Real.pi / n)) = 2 * n ∧
    orderOf (rotation (spinLift a b c (2 * Real.pi / n))) = n := by
  have hn' : (n : ℝ) ≠ 0 := by exact_mod_cast hn.ne'
  have full : (n : ℝ) * (2 * Real.pi / n) / 2 = Real.pi := by field_simp
  have scale : ∀ m : ℕ, (m : ℝ) * (2 * Real.pi / n) / 2 * n = m * Real.pi := by
    intro m
    field_simp
  have hpow : spinLift a b c (2 * Real.pi / n) ^ n = -1 := by
    rw [spinLift_pow h]
    have e : (-1 : Quaternion ℝ) = quat (-1) (-0) (-0) (-0) := rfl
    unfold spinLift
    rw [full, Real.cos_pi, Real.sin_pi, e]
    simp only [zero_mul, neg_zero]
  refine ⟨hpow, Nat.dvd_antisymm ?_ ?_, Nat.dvd_antisymm ?_ ?_⟩
  · apply orderOf_dvd_of_pow_eq_one
    rw [mul_comm 2 n, pow_mul, hpow]
    exact neg_one_sq
  · -- a trivial power of the lift needs a multiple of the angle 4π
    have key : ∀ m : ℕ, spinLift a b c (2 * Real.pi / n) ^ m = 1 → 2 * n ∣ m := by
      intro m hm
      rw [spinLift_pow h, spinLift_eq_one_iff, Real.cos_eq_one_iff] at hm
      obtain ⟨k, hk⟩ := hm
      have h2 : (m : ℝ) * Real.pi = (2 * n * k) * Real.pi := by
        rw [← scale m, ← hk]
        ring
      have h3 : (m : ℤ) = 2 * n * k := by
        exact_mod_cast mul_right_cancel₀ Real.pi_ne_zero h2
      exact Int.natCast_dvd_natCast.mp ⟨k, by push_cast; exact h3⟩
    exact key _ (pow_orderOf_eq_one _)
  · apply orderOf_dvd_of_pow_eq_one
    rw [rotation_pow, spinLift_pow h, rotation_eq_one_iff h, full, Real.sin_pi]
  · -- a trivial power of the rotation only needs a multiple of 2π
    have key : ∀ m : ℕ, rotation (spinLift a b c (2 * Real.pi / n)) ^ m = 1 → n ∣ m := by
      intro m hm
      rw [rotation_pow, spinLift_pow h, rotation_eq_one_iff h, Real.sin_eq_zero_iff] at hm
      obtain ⟨k, hk⟩ := hm
      have h2 : (m : ℝ) * Real.pi = (n * k) * Real.pi := by
        rw [← scale m, ← hk]
        ring
      have h3 : (m : ℤ) = n * k := by
        exact_mod_cast mul_right_cancel₀ Real.pi_ne_zero h2
      exact Int.natCast_dvd_natCast.mp ⟨k, h3⟩
    exact key _ (pow_orderOf_eq_one _)

/-- The quaternion (1 + i + j + k)/2 is the spinor lift of the rotation by 2π/3 about the
axis (1, 1, 1)/√3. -/
theorem tetraLift_eq_spinLift :
    tetraLift = spinLift (1 / Real.sqrt 3) (1 / Real.sqrt 3) (1 / Real.sqrt 3)
      (2 * Real.pi / 3) := by
  have e : 2 * Real.pi / 3 / 2 = Real.pi / 3 := by ring
  have hs : Real.sqrt 3 / 2 * (1 / Real.sqrt 3) = 1 / 2 := by field_simp
  unfold tetraLift spinLift
  rw [e, Real.cos_pi_div_three, Real.sin_pi_div_three, hs]

/-- The quaternion q = (1 + i + j + k)/2 has norm 1, cube −1 and order 6; conjugation by q
has order 3 and sends i to j, j to k and k to i. -/
theorem tetrahedral_C3_lift :
    ‖tetraLift‖ = 1 ∧ tetraLift ^ 3 = -1 ∧ orderOf tetraLift = 6 ∧
    orderOf (rotation tetraLift) = 3 ∧
    rotation tetraLift quatI = quatJ ∧ rotation tetraLift quatJ = quatK ∧
    rotation tetraLift quatK = quatI := by
  have hsq : (1 / Real.sqrt 3) ^ 2 = 1 / 3 := by
    rw [div_pow, Real.sq_sqrt (by norm_num)]
    norm_num
  have hax : (1 / Real.sqrt 3) ^ 2 + (1 / Real.sqrt 3) ^ 2 + (1 / Real.sqrt 3) ^ 2 = 1 := by
    rw [hsq]
    norm_num
  have hnorm : ‖tetraLift‖ = 1 := by
    rw [tetraLift_eq_spinLift]
    exact norm_spinLift hax _
  have hne : tetraLift ≠ 0 := norm_ne_zero_iff.mp (by rw [hnorm]; exact one_ne_zero)
  have ho := order_doubling hax (n := 3) (by norm_num)
  simp only [Nat.cast_ofNat] at ho
  rw [← tetraLift_eq_spinLift] at ho
  -- the cyclic permutation of the axes, in the form q x = y q
  have move : ∀ x y, tetraLift * x = y * tetraLift → rotation tetraLift x = y :=
    fun x y hxy => (mul_inv_eq_iff_eq_mul₀ hne).mpr hxy
  refine ⟨hnorm, ho.1, ho.2.1, ho.2.2, move _ _ ?_, move _ _ ?_, move _ _ ?_⟩ <;>
    simp only [tetraLift, quatI, quatJ, quatK, quat_mul] <;> norm_num

end

end DoubleGroupSpinorLift
```

```lean
#print axioms DoubleGroupSpinorLift.order_doubling
#print axioms DoubleGroupSpinorLift.tetrahedral_C3_lift
```

```
'DoubleGroupSpinorLift.order_doubling' depends on axioms: [propext, Classical.choice, Quot.sound]
'DoubleGroupSpinorLift.tetrahedral_C3_lift' depends on axioms: [propext, Classical.choice, Quot.sound]
```

## One tetrahedral axis and all n-fold axes

The theorem `tetrahedral_C3_lift` collects the facts about $q$, which the file calls `tetraLift`. It has norm 1, its cube is $-1$, and its multiplicative order is 6. The map $x\mapsto qxq^{-1}$ has order 3 and permutes the coordinate axes cyclically: $i\to j\to k\to i$.

The orders come from a more general theorem, `order_doubling`. Let $(a,b,c)$ be real numbers with $a^2+b^2+c^2=1$, and write $u=ai+bj+ck$ for the corresponding axis. For an angle $\theta$, define

$$L(\theta)=\cos\frac{\theta}{2}+\sin\frac{\theta}{2}\,u .$$

For every integer $n\ge 1$, the theorem says that $L(2\pi/n)^n=-1$, that $L(2\pi/n)$ has order $2n$, and that conjugation by it has order $n$. Already at $n=1$ the difference is visible: the lift of the full turn is $-1$, of order 2, while the rotation is the identity, of order 1.

## Spin rotations as quaternions, space rotations as conjugations

In the file, `quat w x y z` is the quaternion $w+xi+yj+zk$, and `spinLift a b c θ` is $L(\theta)$. The units `quatI`, `quatJ` and `quatK` stand for the $x$, $y$ and $z$ directions. With the identification $i\mapsto -i_{\mathbb C}\sigma_x$, $j\mapsto -i_{\mathbb C}\sigma_y$, $k\mapsto -i_{\mathbb C}\sigma_z$, where $i_{\mathbb C}$ is the imaginary unit and the $\sigma$ are the Pauli matrices, $L(\theta)$ becomes the usual spin-½ matrix $\exp(-i_{\mathbb C}\theta\,(a\sigma_x+b\sigma_y+c\sigma_z)/2)$. The half angle in the definition is the factor ½ of the spin-½ operators in this exponent.

The spatial operation is `rotation q`, the real-linear map $x\mapsto qxq^{-1}$ on quaternions $x$; in this paragraph $q$ is any nonzero quaternion, not only $(1+i+j+k)/2$. Its type, `Module.End ℝ (Quaternion ℝ)`, makes it act on all four components and not only on the three of a vector. This does not change the order, because conjugation leaves the real part alone. Composition is the product of such maps, so `orderOf` counts how often the operation must be repeated to give the identity.

The hypothesis `h` says that the axis is a unit vector, and `hn` says that $n$ is positive. The general theorem takes the half-angle formula as the definition of the lift; that conjugation by $L(\theta)$ turns space through $\theta$ about $u$ is the standard reading of that formula, and the file does not derive it. It also treats one axis at a time and does not build the tetrahedral double group or its character table.

The choice of lift matters. Both $q$ and $-q$ induce the same rotation, but $(-q)^3=1$, so $-q$ has order 3. The doubling belongs to the lift with angle $2\pi/3$; the lift with angle $2\pi/3+2\pi$ does not show it. In a spinor representation the characters of the two elements differ by a factor $-1$, so the signs in a table of double-group characters depend on which of them is labelled $C_3$.

## Powers of a lift add half-angles

The norm follows from

$$\|L(\theta)\|^2=\cos^2\frac{\theta}{2}+\sin^2\frac{\theta}{2}\,(a^2+b^2+c^2)=1 .$$

This is `norm_spinLift`. Lean obtains the square of the norm first and then excludes the value $-1$ for the norm, since a norm is not negative. In particular $L(\theta)\neq 0$, so it has an inverse.

For the product of two lifts, the point is that $u^2=-(a^2+b^2+c^2)=-1$. Hence

$$L(\alpha)L(\beta)=\cos\frac{\alpha}{2}\cos\frac{\beta}{2}-\sin\frac{\alpha}{2}\sin\frac{\beta}{2}+\left(\sin\frac{\alpha}{2}\cos\frac{\beta}{2}+\cos\frac{\alpha}{2}\sin\frac{\beta}{2}\right)u=L(\alpha+\beta).$$

The lemma `spinLift_mul` does this in components, using Hamilton's product from `quat_mul`. The unit-axis condition enters only in the real component, through `linear_combination`; the other three are identities closed by `ring`.

Since $L(0)=1$, induction gives $L(\theta)^m=L(m\theta)$ for every natural number $m$, which is `spinLift_pow`. Therefore

$$L(2\pi/n)^n=L(2\pi)=\cos\pi+\sin\pi\,u=-1 .$$

## When a lift or its rotation is trivial

If $L(\theta)=1$, comparison of real parts gives $\cos(\theta/2)=1$. Conversely, $\cos(\theta/2)=1$ forces $\sin(\theta/2)=0$, and the vector part vanishes. This is `spinLift_eq_one_iff`.

The rotation has a weaker condition. Put $s=\sin(\theta/2)$. If conjugation by $L(\theta)$ is the identity, then $L(\theta)$ commutes with every quaternion, and in particular with $i$ and $j$:

$$L(\theta)i-iL(\theta)=2s(cj-bk)=0,\qquad L(\theta)j-jL(\theta)=2s(ak-ci)=0 .$$

So $sa=sb=sc=0$, and then $s=s(a^2+b^2+c^2)=a(sa)+b(sb)+c(sc)=0$. Conversely, if $s=0$, then $L(\theta)$ is a real number and commutes with everything. The lemma `rotation_eq_one_iff` follows this argument: `comm` turns $LxL^{-1}=x$ into $Lx=xL$, the components of `hI` and `hJ` give the three products, and `linear_combination` forms the last sum.

The two conditions differ at $\theta=2\pi$, where $\cos(\theta/2)=-1$ but $\sin(\theta/2)=0$. There the spinor, as a vector, has changed sign while space has returned to itself; an overall sign leaves the physical state it represents unchanged.

## The two orders from divisibility

Now set $\theta=2\pi/n$. Squaring $L(2\pi/n)^n=-1$ gives $L(2\pi/n)^{2n}=1$, so the order of the lift divides $2n$. In the other direction, suppose that $L(2\pi/n)^m=1$. Then $\cos(m\pi/n)=1$, so $m\pi/n=2\pi\ell$ for some integer $\ell$ (named `k` in the Lean proof). Thus $m=2n\ell$, and $2n$ divides $m$. Taking $m$ to be the order itself shows that the order is exactly $2n$.

For the rotation, repeating the conjugation by any nonzero quaternion $q$, here $q=L(2\pi/n)$, $m$ times is conjugation by its $m$-th power,

$$q(q^m x q^{-m})q^{-1}=q^{m+1}xq^{-(m+1)},$$

which is the induction step of `rotation_pow`. The $m$-th power of the rotation is therefore trivial exactly when $\sin(m\pi/n)=0$, that is, when $m\pi/n=\ell\pi$ for an integer $\ell$, or $m=n\ell$. The choice $m=n$ satisfies this, so the order is $n$.

In `order_doubling`, each order is fixed by `Nat.dvd_antisymm`: two natural numbers that divide each other are equal. The two local statements named `key` contain the arguments from a trivial power to divisibility. Their `scale` identity clears the fraction, and the factor $\pi$ is cancelled before the equation is read as one between integers.

## The cyclic permutation of i, j and k

For the tetrahedral axis take $a=b=c=1/\sqrt3$ and $\theta=2\pi/3$. Then $\cos(\pi/3)=1/2$, and each vector component is $\sin(\pi/3)/\sqrt3=(\sqrt3/2)/\sqrt3=1/2$. Thus $L(2\pi/3)=q$, as `tetraLift_eq_spinLift` states. The norm, the cube and both orders follow from the general results with $n=3$.

The action on the axes can be checked without computing $q^{-1}$, because $qxq^{-1}=y$ is equivalent to $qx=yq$. Multiplying out gives

$$qi=\tfrac12(-1+i+j-k)=jq,$$
$$qj=\tfrac12(-1-i+j+k)=kq,$$
$$qk=\tfrac12(-1+i-j+k)=iq .$$

In the final theorem, `move` supplies the step from $qx=yq$ to $qxq^{-1}=y$, and `quat_mul` with `norm_num` checks the three products.

## An axis that is not normalised

Suppose that the axis is entered as $(1,1,1)$ without the factor $1/\sqrt3$. For $n=3$ the formula then gives

$$p=\tfrac12+v,\qquad v=\tfrac{\sqrt3}{2}(i+j+k),\qquad v^2=-\tfrac94 .$$

Its squared norm is $\tfrac14+\tfrac94=\tfrac52$, and its cube is

$$p^3=\tfrac18+\tfrac34v-\tfrac{27}{8}-\tfrac94v=-\tfrac{13}{4}-\tfrac32v .$$

This is not $-1$. Since the norm of $p$ exceeds 1, no positive power of $p$ equals 1, so its order is not 6. Nor is $p^3$ real, so conjugation by $p$, repeated three times, is not the identity. All three conclusions of `order_doubling` fail.
